# On polynomial wave functions, kinetic momenta commute to i times the field strength

Let $A_0,\dots,A_{n-1}$ be complex polynomials in the coordinates $x_0,\dots,x_{n-1}$, write $\partial_j=\partial/\partial x_j$, and let $\Pi_j=-i\partial_j-A_j$ act on complex polynomials in the same coordinates. Then

$$[\Pi_j,\Pi_k]=iF_{jk},\qquad F_{jk}=\partial_jA_k-\partial_kA_j,$$

where the right-hand side of the first equation acts by multiplication. The Jacobi identity for the $\Pi_j$ gives the Bianchi identity

$$\partial_lF_{jk}+\partial_jF_{kl}+\partial_kF_{lj}=0.$$

There is also a converse on the same space: linear operators $P_k$ satisfy $[x_j,P_k]=i\delta_{jk}$ exactly when they are the kinetic momenta of some polynomial vector potential.

The number of variables $n$ is arbitrary.

```lean
import Mathlib

open MvPolynomial

namespace MinimalCoupling

noncomputable section

variable {n : ℕ}
```

## Operators, potential and field

Wave functions are polynomials, and an operator is any complex-linear map from polynomials to polynomials.

```lean
/-- Linear operators on complex polynomial wave functions in `n` variables. -/
abbrev Operator (n : ℕ) := Module.End ℂ (MvPolynomial (Fin n) ℂ)
```

This space is closed under differentiation and under multiplication by polynomials, so every product of operators below is defined everywhere and no question of domains arises. It has no inner product here, and nothing is said about self-adjointness or normalisable states. Potentials that are not polynomial, such as that of a thin solenoid, are not covered.

The commutator is $[S,T]=ST-TS$, with the product of operators meaning composition.

```lean
/-- The commutator `[S, T] = S T - T S` of two operators. -/
def comm (S T : Operator n) : Operator n := S * T - T * S
```

A function $f$ becomes an operator by $g\mapsto fg$. In the mathematics the same letter serves for both; Lean writes `mult f` for the operator.

```lean
/-- The operator that multiplies a wave function by the polynomial `f`. -/
def mult (f : MvPolynomial (Fin n) ℂ) : Operator n := LinearMap.mulLeft ℂ f
```

The kinetic momentum is the canonical momentum $-i\partial_j$ minus the vector potential:

$$\Pi_j=-i\partial_j-A_j.$$

```lean
/-- The kinetic momentum `Π_j = -i ∂_j - A_j` in the vector potential `A`. -/
def kineticMomentum (A : Fin n → MvPolynomial (Fin n) ℂ) (j : Fin n) : Operator n :=
  (-Complex.I) • (pderiv j).toLinearMap - mult (A j)
```

Here $\hbar=1$ and the charge is absorbed into $A$. The derivative $\partial_j$ is Mathlib's `pderiv j`. A physical potential has real coefficients, but the theorems allow complex ones.

The field strength is the antisymmetric derivative of the potential:

$$F_{jk}=\partial_jA_k-\partial_kA_j.$$

```lean
/-- The field strength `F_jk = ∂_j A_k - ∂_k A_j`. -/
def fieldStrength (A : Fin n → MvPolynomial (Fin n) ℂ) (j k : Fin n) :
    MvPolynomial (Fin n) ℂ :=
  pderiv j (A k) - pderiv k (A j)
```

For $n=3$, with the axes numbered 0, 1, 2 as in `Fin 3`, the magnetic field is $B_0=F_{12}$, $B_1=F_{20}$, $B_2=F_{01}$, again with the charge absorbed.

On a wave function $f$ the definition of $\Pi_j$ reads

$$\Pi_jf=-i\,\partial_jf-A_jf.$$

```lean
/-- The action of the kinetic momentum on a wave function: `Π_j f = -i ∂_j f - A_j f`. -/
theorem kineticMomentum_apply (A : Fin n → MvPolynomial (Fin n) ℂ) (j : Fin n)
    (f : MvPolynomial (Fin n) ℂ) :
    kineticMomentum A j f = -(C Complex.I * pderiv j f) - A j * f := by
  show (-Complex.I) • pderiv j f - A j * f = _
  rw [smul_eq_C_mul, map_neg, neg_mul]
```

In this lemma the number $i$ appears as the constant polynomial `C Complex.I`. Both sides of later equations are then ordinary polynomial expressions, which the tactic `ring` can compare.

## Partial derivatives commute

Every polynomial is built from constants by addition and by multiplication with coordinates, so it is enough to follow $\partial_j\partial_kf=\partial_k\partial_jf$ through these operations. Constants give zero on both sides, and sums follow by linearity. For a product $p\,x_m$, two applications of the Leibniz rule give

$$\partial_j\partial_k(p\,x_m)=\delta_{km}\,\partial_jp+\delta_{jm}\,\partial_kp+x_m\,\partial_j\partial_kp.$$

The first two terms exchange places when $j$ and $k$ are swapped, and the last is symmetric if the claim holds for $p$.

```lean
/-- Partial derivatives of a polynomial commute. -/
theorem partial_comm (j k : Fin n) (f : MvPolynomial (Fin n) ℂ) :
    pderiv j (pderiv k f) = pderiv k (pderiv j f) := by
  -- second derivatives of a coordinate vanish
  have hX : ∀ a b m : Fin n, pderiv a (pderiv b (X m : MvPolynomial (Fin n) ℂ)) = 0 := by
    intro a b m
    by_cases h : m = b
    · subst h
      rw [pderiv_X_self, Derivation.map_one_eq_zero]
    · rw [pderiv_X_of_ne h, map_zero]
  induction f using MvPolynomial.induction_on
  next a =>
    rw [pderiv_C, pderiv_C, map_zero, map_zero]
  next p q hp hq =>
    simp only [map_add, hp, hq]
  next p m hp =>
    simp only [Derivation.leibniz, map_add, smul_eq_mul, hX, hp]
    ring
```

The three `next` blocks are these three cases. The auxiliary statement `hX` records that second derivatives of a coordinate vanish, which removes the terms $p\,\partial_j\partial_kx_m$ that the Leibniz rule also produces.

## A function and a kinetic momentum

Let $f$ be a polynomial and apply $[\Pi_l,f]$ to a test function $g$:

$$\begin{aligned}
[\Pi_l,f]g&=-i\,\partial_l(fg)-A_lfg+i f\,\partial_lg+fA_lg\\
&=-i(\partial_lf)\,g.
\end{aligned}$$

The potential drops out because it commutes with $f$, and what remains is $[\Pi_l,f]=-i\,\partial_lf$.

```lean
/-- The commutator of a component of the kinetic momentum with multiplication by `f` is
multiplication by `-i` times the corresponding partial derivative of `f`: `[Π_l, f] = -i ∂_l f`. -/
theorem comm_kineticMomentum_mult (A : Fin n → MvPolynomial (Fin n) ℂ) (l : Fin n)
    (f : MvPolynomial (Fin n) ℂ) :
    comm (kineticMomentum A l) (mult f) = (-Complex.I) • mult (pderiv l f) := by
  refine LinearMap.ext fun g => ?_
  show kineticMomentum A l (f * g) - f * kineticMomentum A l g
    = (-Complex.I) • (pderiv l f * g)
  rw [kineticMomentum_apply, kineticMomentum_apply, Derivation.leibniz, smul_eq_mul,
    smul_eq_mul, smul_eq_C_mul, map_neg]
  ring
```

`LinearMap.ext` introduces the test function, `Derivation.leibniz` expands $\partial_l(fg)$, and `ring` carries out the cancellation.

## The commutator of two kinetic momenta

Apply $\Pi_j\Pi_k$ to a wave function $f$:

$$\begin{aligned}
\Pi_j\Pi_kf&=-i\,\partial_j(-i\,\partial_kf-A_kf)-A_j(-i\,\partial_kf-A_kf)\\
&=-\partial_j\partial_kf+i(\partial_jA_k)f+iA_k\,\partial_jf+iA_j\,\partial_kf+A_jA_kf.
\end{aligned}$$

Now subtract the same expression with $j$ and $k$ exchanged. The second derivatives cancel because they commute. The two terms with one derivative of $f$ are symmetric as a pair, and $A_jA_kf$ is symmetric by itself. Only the derivatives of the potential survive:

$$[\Pi_j,\Pi_k]f=i(\partial_jA_k-\partial_kA_j)f=iF_{jk}f.$$

```lean
/-- The commutator of two kinetic momenta is multiplication by the field strength:
`[Π_j, Π_k] = i F_jk`. -/
theorem comm_kineticMomentum (A : Fin n → MvPolynomial (Fin n) ℂ) (j k : Fin n) :
    comm (kineticMomentum A j) (kineticMomentum A k)
      = Complex.I • mult (fieldStrength A j k) := by
  refine LinearMap.ext fun f => ?_
  -- the derivative of `Π_b f`, by the Leibniz rule
  have hd : ∀ a b : Fin n, pderiv a (kineticMomentum A b f)
      = -(C Complex.I * pderiv a (pderiv b f))
        - (A b * pderiv a f + f * pderiv a (A b)) := by
    intro a b
    rw [kineticMomentum_apply, map_sub, map_neg, ← smul_eq_C_mul, Derivation.map_smul,
      smul_eq_C_mul, Derivation.leibniz, smul_eq_mul, smul_eq_mul]
  show kineticMomentum A j (kineticMomentum A k f)
    - kineticMomentum A k (kineticMomentum A j f) = Complex.I • (fieldStrength A j k * f)
  rw [kineticMomentum_apply A j (kineticMomentum A k f),
    kineticMomentum_apply A k (kineticMomentum A j f), hd j k, hd k j,
    kineticMomentum_apply, kineticMomentum_apply, partial_comm j k f, smul_eq_C_mul,
    fieldStrength]
  ring
```

The statement `hd` is the derivative of $\Pi_bf$ with respect to $x_a$, used once for each order of the indices. After `partial_comm` has identified the mixed derivatives, `ring` performs the subtraction.

In a non-zero uniform field with $n=2$ this makes $\Pi_0$ and $\Pi_1$ a conjugate pair up to scale, the algebra behind the Landau levels of a single non-interacting charged particle, though the levels themselves belong to a Hilbert space that is not constructed here.

It follows that two components commute exactly when the corresponding field component vanishes. If $F_{jk}=0$, the commutator is multiplication by zero. If the commutator is zero, let it act on the constant function 1:

$$0=[\Pi_j,\Pi_k]1=iF_{jk},$$

and $i\neq0$ gives $F_{jk}=0$.

```lean
/-- Two components of the kinetic momentum commute exactly when the corresponding
component of the field strength vanishes. -/
theorem comm_eq_zero_iff (A : Fin n → MvPolynomial (Fin n) ℂ) (j k : Fin n) :
    comm (kineticMomentum A j) (kineticMomentum A k) = 0 ↔ fieldStrength A j k = 0 := by
  rw [comm_kineticMomentum]
  constructor
  · intro h
    -- act on the constant wave function
    have h1 : Complex.I • (fieldStrength A j k * 1) = 0 := LinearMap.congr_fun h 1
    rw [mul_one] at h1
    exact (smul_eq_zero.mp h1).resolve_left Complex.I_ne_zero
  · intro h
    have h0 : mult (0 : MvPolynomial (Fin n) ℂ) = 0 := LinearMap.ext fun f => zero_mul f
    rw [h, h0, smul_zero]
```

The condition is an equality of polynomials, so it concerns the field everywhere and not its value at one point.

## From the Jacobi identity to the Bianchi identity

Since $[\Pi_j,\Pi_k]$ is multiplication by a function, a further commutator with $\Pi_l$ differentiates that function:

$$[\Pi_l,[\Pi_j,\Pi_k]]=i\,[\Pi_l,F_{jk}]=i(-i)\,\partial_lF_{jk}=\partial_lF_{jk}.$$

```lean
/-- The double commutator of kinetic momenta is multiplication by a derivative of the
field strength: `[Π_l, [Π_j, Π_k]] = ∂_l F_jk`. -/
theorem double_comm (A : Fin n → MvPolynomial (Fin n) ℂ) (l j k : Fin n) :
    comm (kineticMomentum A l) (comm (kineticMomentum A j) (kineticMomentum A k))
      = mult (pderiv l (fieldStrength A j k)) := by
  have hs : ∀ S T : Operator n, comm S (Complex.I • T) = Complex.I • comm S T := by
    intro S T
    simp only [comm, mul_smul_comm, smul_mul_assoc, smul_sub]
  have hI : Complex.I * -Complex.I = 1 := by
    rw [mul_neg, Complex.I_mul_I, neg_neg]
  rw [comm_kineticMomentum, hs, comm_kineticMomentum_mult, smul_smul, hI, one_smul]
```

The auxiliary `hs` takes the factor $i$ out of the commutator, and `hI` is the product $i(-i)=1$.

Any three operators satisfy the Jacobi identity

$$[R,[S,T]]+[S,[T,R]]+[T,[R,S]]=0,$$

because the twelve triple products obtained by expansion cancel in pairs. Put $R=\Pi_l$, $S=\Pi_j$, $T=\Pi_k$ and replace each double commutator by the derivative just found. The sum of three multiplication operators is then zero, and acting on the constant function 1 gives

$$\partial_lF_{jk}+\partial_jF_{kl}+\partial_kF_{lj}=0.$$

```lean
/-- The Bianchi identity `∂_l F_jk + ∂_j F_kl + ∂_k F_lj = 0`. -/
theorem bianchi (A : Fin n → MvPolynomial (Fin n) ℂ) (l j k : Fin n) :
    pderiv l (fieldStrength A j k) + pderiv j (fieldStrength A k l)
      + pderiv k (fieldStrength A l j) = 0 := by
  -- the Jacobi identity for operators
  have jacobi : ∀ R S T : Operator n,
      comm R (comm S T) + comm S (comm T R) + comm T (comm R S) = 0 := by
    intro R S T
    simp only [comm, mul_sub, sub_mul, mul_assoc]
    abel
  have h := jacobi (kineticMomentum A l) (kineticMomentum A j) (kineticMomentum A k)
  rw [double_comm, double_comm, double_comm] at h
  -- read off the multiplier on the constant wave function
  have h1 : pderiv l (fieldStrength A j k) * 1 + pderiv j (fieldStrength A k l) * 1
      + pderiv k (fieldStrength A l j) * 1 = 0 := LinearMap.congr_fun h 1
  simpa only [mul_one] using h1
```

The local statement `jacobi` is proved by expanding the products and letting `abel` cancel them. Three uses of `double_comm` insert the derivatives, and `LinearMap.congr_fun h 1` evaluates the operator equation on 1.

When two of the indices coincide, the antisymmetry of $F$ already makes the sum vanish, so the identity has content from $n=3$ onwards. For $n=3$ itself, with three different indices, it is $\nabla\cdot\mathbf B=0$. This holds for a field derived from a polynomial potential, and magnetic monopoles are therefore absent from the start.

## Canonical relations with the positions

The commutator with a coordinate is a special case of $[\Pi_l,f]=-i\,\partial_lf$:

$$[x_j,\Pi_k]=-[\Pi_k,x_j]=i\,\partial_kx_j=i\delta_{jk}.$$

The vector potential does not appear in the result.

```lean
/-- Position and kinetic momentum obey `[x_j, Π_k] = i δ_jk` in every vector potential. -/
theorem comm_position (A : Fin n → MvPolynomial (Fin n) ℂ) (j k : Fin n) :
    comm (mult (X j)) (kineticMomentum A k) = if j = k then Complex.I • 1 else 0 := by
  have hswap : comm (mult (X j)) (kineticMomentum A k)
      = -comm (kineticMomentum A k) (mult (X j)) := by
    simp only [comm, neg_sub]
  rw [hswap, comm_kineticMomentum_mult]
  split_ifs with h
  · subst h
    rw [pderiv_X_self]
    refine LinearMap.ext fun g => ?_
    show -((-Complex.I) • (1 * g)) = Complex.I • g
    rw [smul_eq_C_mul, smul_eq_C_mul, map_neg]
    ring
  · have h0 : mult (0 : MvPolynomial (Fin n) ℂ) = 0 := LinearMap.ext fun f => zero_mul f
    rw [pderiv_X_of_ne h, h0, smul_zero, neg_zero]
```

The Kronecker delta is written as `if j = k then Complex.I • 1 else 0`, where `1` is the identity operator. The tactic `split_ifs` treats the two cases separately.

For the converse, let $P_k$ be linear operators on polynomials with $[x_j,P_k]=i\delta_{jk}$ for all $j$ and $k$. Physically, this says that $P_k$ acts on the positions as the generator of a displacement along axis $k$. Nothing is assumed about the commutators of the $P_k$ with one another.

A kinetic momentum sends the constant function 1 to $-A_k$, which suggests the definition

$$A_k=-P_k1.$$

This is a polynomial because $P_k$ maps polynomials to polynomials. Let $\Pi_k$ be the kinetic momentum with this potential. The equality $P_kf=\Pi_kf$ follows by building up $f$:

- On a constant $a$, linearity gives $P_ka=a\,P_k1=-A_ka=\Pi_ka$.
- If the two operators agree on $p$ and on $q$, they agree on $p+q$.
- Suppose that they agree on $p$. Both have the same commutator with $x_m$, so
$$x_mP_kp-P_k(x_mp)=x_m\Pi_kp-\Pi_k(x_mp).$$
The first terms on the two sides are equal, hence $P_k(x_mp)=\Pi_k(x_mp)$.

These cases reach every polynomial, so $P_k=\Pi_k$. In the other direction, kinetic momenta satisfy the relations by the calculation above.

```lean
/-- Operators `P_k` satisfy `[x_j, P_k] = i δ_jk` exactly when they are the kinetic
momenta of some polynomial vector potential. -/
theorem canonical_iff_minimal_coupling (P : Fin n → Operator n) :
    (∀ j k, comm (mult (X j)) (P k) = if j = k then Complex.I • 1 else 0) ↔
      ∃ A : Fin n → MvPolynomial (Fin n) ℂ, ∀ k, P k = kineticMomentum A k := by
  constructor
  · intro h
    -- the potential is read off from the constant wave function
    refine ⟨fun k => -(P k 1), fun k => LinearMap.ext fun f => ?_⟩
    induction f using MvPolynomial.induction_on
    next a =>
      have ha : (C a : MvPolynomial (Fin n) ℂ) = a • 1 := by
        rw [smul_eq_C_mul, mul_one]
      rw [kineticMomentum_apply, pderiv_C, ha, map_smul, smul_eq_C_mul, smul_eq_C_mul]
      ring
    next p q hp hq =>
      rw [map_add, map_add, hp, hq]
    next p m hp =>
      -- equal commutators with `x_m` carry the equality from `p` to `x_m p`
      have e := LinearMap.congr_fun ((h m k).trans
        (comm_position (fun k => -(P k 1)) m k).symm) p
      change X m * P k p - P k (X m * p)
        = X m * kineticMomentum (fun k => -(P k 1)) k p
          - kineticMomentum (fun k => -(P k 1)) k (X m * p) at e
      rw [hp] at e
      rw [mul_comm p]
      exact sub_right_inj.mp e
  · rintro ⟨A, hA⟩ j k
    rw [hA k]
    exact comm_position A j k

end

end MinimalCoupling
```

The statement is an equivalence between the canonical relations and the existence of a family `A` with `P k = kineticMomentum A k` for every `k`. In the proof, `refine` supplies the potential `fun k => -(P k 1)`, and the three `next` blocks are the three cases of the list. In the last of them, `e` is the equality of the two commutators applied to $p$, and `sub_right_inj` removes the common first term.

On this space, then, the canonical relations with the positions leave exactly the freedom of a vector potential. If the $P_k$ are also required to commute with one another, `comm_eq_zero_iff` shows that the field strength of that potential is zero.

```lean
#print axioms MinimalCoupling.comm_kineticMomentum
#print axioms MinimalCoupling.comm_eq_zero_iff
#print axioms MinimalCoupling.bianchi
#print axioms MinimalCoupling.canonical_iff_minimal_coupling
```

```
'MinimalCoupling.comm_kineticMomentum' depends on axioms: [propext, Classical.choice, Quot.sound]
'MinimalCoupling.comm_eq_zero_iff' depends on axioms: [propext, Classical.choice, Quot.sound]
'MinimalCoupling.bianchi' depends on axioms: [propext, Classical.choice, Quot.sound]
'MinimalCoupling.canonical_iff_minimal_coupling' depends on axioms: [propext, Classical.choice, Quot.sound]
```
